# A force bias of −√τ times the mixed values cancels the order-√τ term of the AFQMC importance function

## Propagator, bias and mixed values

Let ψ be the trial state and φ the walker, both complex vectors of the same finite dimension, with overlap

⟨ψ, φ⟩ = Σ_i ψ_i* φ_i ≠ 0.

The operators v_g are arbitrary complex matrices, one for each auxiliary field g. They need be neither Hermitian nor mutually commuting. Their mixed values are

m_g = ⟨ψ, v_g φ⟩ / ⟨ψ, φ⟩,

which do not depend on the normalisation of ψ or φ.

The fields x_g are real. The number s stands for the square root of the time step, s = √τ, and is allowed to be complex. The bias is x̄_g = s b_g, with complex numbers b_g that depend on neither s nor x. The exponent of the shifted propagator is

A(s) = s Σ_g (x_g − s b_g) v_g,

and the importance function is

I(s) = ⟨ψ, exp(A(s)) φ⟩ / ⟨ψ, φ⟩ · exp(s x·b − s² b·b/2).

Here x·b = Σ_g x_g b_g and b·b = Σ_g b_g², without complex conjugation. The last factor is the ratio of the standard normal densities (zero mean, unit variance for each field) at x − x̄ and at x, continued to complex x̄.

## The term of order √τ

The derivative of the importance function at s = 0 is

I′(0) = Σ_g x_g (m_g + b_g).

It vanishes for every real field configuration exactly when b_g = −m_g for all g, that is, when x̄_g = −√τ m_g. A real bias can achieve this exactly when every m_g is real.

If the fields are sampled with zero mean and unit covariance, the mean square of the first-order coefficient is

Σ_g |m_g + b_g|².

## Where a propagation step uses it

In importance-sampled auxiliary-field quantum Monte Carlo (AFQMC), I(s) models the factor that multiplies the walker weight before any phase constraint is applied. The full factor also contains the one-body and constant terms of the Hamiltonian; they enter at order τ and do not change the coefficient of √τ. The result identifies the bias that removes the field-dependent noise of order √τ from this factor, for finite matrices and to leading order in the time step.

For a Slater-determinant walker, a code typically obtains m_g by contracting the one-body matrix of v_g with the mixed one-body Green's function. In the simplest form of the step, without a phase constraint, it then sets x̄_g = −√τ m_g, draws x_g from a standard normal distribution, propagates with x − x̄ and multiplies the weight by the importance function. A code that propagates with x + x̄ needs the opposite sign for x̄.

The case v_g = i L_g, with a nonzero real mixed value of L_g, shows why the bias must be allowed to be complex: m_g is then purely imaginary. Keeping only the real part, b_g = −Re m_g, leaves a mean square of Σ_g (Im m_g)².

A finite-difference derivative of I(s) at s = 0, with x and b held fixed, can be compared with Σ_g x_g (m_g + b_g). This can reveal a wrong sign or scale of the bias in the Gaussian factor, but not in the shift of the propagator, which enters only at order s².

## Expansion in s

Separate the exponent by powers of s:

A(s) = s Σ_g x_g v_g − s² Σ_g b_g v_g.

Thus A(0) = 0 and A′(0) = Σ_g x_g v_g. The exponential series gives exp(A) = 1 + A + O(‖A‖²), and A(s) is itself of order s, so

exp(A(s)) = 1 + s Σ_g x_g v_g + O(s²).

No exponential has been split into a product, so no commutator is needed.

The map B ↦ ⟨ψ, B φ⟩ / ⟨ψ, φ⟩ is linear and sends the identity to 1, because the overlap is nonzero. Therefore

⟨ψ, exp(A(s)) φ⟩ / ⟨ψ, φ⟩ = 1 + s Σ_g x_g m_g + O(s²).

The Gaussian factor expands as

exp(s x·b − s² b·b/2) = 1 + s Σ_g x_g b_g + O(s²).

Multiplying the two expansions gives

I(s) = 1 + s Σ_g x_g (m_g + b_g) + O(s²).

If b_g = −m_g for all g, the linear term is zero for every x. Conversely, suppose that it is zero for every real x. Choose one index g and set x_g = 1 and all other fields to zero. The sum reduces to m_g + b_g = 0. Repeating this for each g fixes the whole bias. If the b_g are real, these equations require Im m_g = 0; if all m_g are real, b_g = −m_g is a real solution.

For the mean square, let X_kg be the value of field g in sample k, with weight w_k, and let

Σ_k w_k X_kg X_kh = δ_gh.

Write m_g + b_g = α_g + iβ_g with real α_g and β_g. Since the fields are real,

|Σ_g X_kg (α_g + iβ_g)|² = (Σ_g X_kg α_g)² + (Σ_g X_kg β_g)².

Expanding the squares and summing over k gives

Σ_g Σ_h (α_g α_h + β_g β_h) δ_gh = Σ_g (α_g² + β_g²) = Σ_g |m_g + b_g|².

## The Lean file

```lean
import Mathlib

open Matrix
open scoped Matrix.Norms.Operator

namespace PhaselessForceBias

noncomputable section

variable {n γ K : Type*} [Fintype n] [DecidableEq n] [Fintype γ] [Fintype K]

/-- The overlap `⟨ψ, φ⟩` of the trial state with a walker. -/
def overlap (ψ φ : n → ℂ) : ℂ := star ψ ⬝ᵥ φ

/-- The mixed value `⟨ψ, A φ⟩ / ⟨ψ, φ⟩` of a matrix `A`. -/
def mixedValue (ψ φ : n → ℂ) (A : Matrix n n ℂ) : ℂ :=
  overlap ψ (A *ᵥ φ) / overlap ψ φ

/-- The exponent `s ∑ (x_g - s b_g) v_g` of the propagator with auxiliary fields `x`
shifted by the bias `s b`. -/
def fieldGenerator (v : γ → Matrix n n ℂ) (x : γ → ℝ) (b : γ → ℂ) (s : ℂ) :
    Matrix n n ℂ :=
  s • ∑ g, ((x g : ℂ) - s * b g) • v g

/-- The factor `exp(s x·b - s² b·b / 2)` that compensates the shift of the Gaussian fields. -/
def gaussianFactor (x : γ → ℝ) (b : γ → ℂ) (s : ℂ) : ℂ :=
  Complex.exp (s * (∑ g, (x g : ℂ) * b g) - s ^ 2 * (∑ g, b g * b g) / 2)

/-- The importance function: the overlap ratio of the propagated and the original walker,
times the Gaussian factor. -/
def importance (ψ φ : n → ℂ) (v : γ → Matrix n n ℂ) (x : γ → ℝ) (b : γ → ℂ) (s : ℂ) : ℂ :=
  mixedValue ψ φ (NormedSpace.exp (fieldGenerator v x b s)) * gaussianFactor x b s

/-- The second-moment condition that unit covariance gives for fields of zero mean: the weighted sum
of `x_g x_h` is one for `g = h` and zero otherwise. -/
def UnitCovariance [DecidableEq γ] (w : K → ℝ) (X : K → γ → ℝ) : Prop :=
  ∀ g h, ∑ k, w k * (X k g * X k h) = if g = h then 1 else 0

/-- At `s = 0` the propagator has derivative `∑ x_g v_g`, whether or not the matrices
`v_g` commute. -/
theorem hasDerivAt_propagator (v : γ → Matrix n n ℂ) (x : γ → ℝ) (b : γ → ℂ) :
    HasDerivAt (fun s : ℂ => NormedSpace.exp (fieldGenerator v x b s))
      (∑ g, (x g : ℂ) • v g) 0 := by
  have : CompleteSpace (Matrix n n ℂ) := FiniteDimensional.complete ℂ _
  have h2 : HasDerivAt (fun s : ℂ => ∑ g, ((x g : ℂ) - s * b g) • v g)
      (∑ g, (-(1 * b g)) • v g) 0 :=
    HasDerivAt.fun_sum fun g _ =>
      (((hasDerivAt_id' (0 : ℂ)).mul_const (b g)).const_sub (x g : ℂ)).smul_const (v g)
  have h : HasDerivAt (fieldGenerator v x b) (∑ g, (x g : ℂ) • v g) 0 :=
    ((hasDerivAt_id' (0 : ℂ)).smul h2).congr_deriv (by simp)
  -- the exponent vanishes at `s = 0`, where the derivative of `exp` is the identity
  have hz : fieldGenerator v x b 0 = 0 := by simp [fieldGenerator]
  have he : HasFDerivAt (NormedSpace.exp : Matrix n n ℂ → Matrix n n ℂ)
      (1 : Matrix n n ℂ →L[ℂ] Matrix n n ℂ) (fieldGenerator v x b 0) := by
    rw [hz]
    exact hasFDerivAt_exp_zero
  exact he.comp_hasDerivAt (0 : ℂ) h

/-- At `s = 0` the overlap ratio has derivative `∑ x_g m_g`, with `m_g` the mixed value
of `v_g`. -/
theorem hasDerivAt_overlapRatio (ψ φ : n → ℂ) (v : γ → Matrix n n ℂ) (x : γ → ℝ)
    (b : γ → ℂ) :
    HasDerivAt (fun s : ℂ => mixedValue ψ φ (NormedSpace.exp (fieldGenerator v x b s)))
      (∑ g, (x g : ℂ) * mixedValue ψ φ (v g)) 0 := by
  -- the mixed value is a linear functional of the matrix
  let L : Matrix n n ℂ →ₗ[ℂ] ℂ :=
    { toFun := mixedValue ψ φ
      map_add' := by
        intro A B
        simp [mixedValue, overlap, Matrix.add_mulVec, dotProduct_add, add_div]
      map_smul' := by
        intro c A
        simp [mixedValue, overlap, Matrix.smul_mulVec, dotProduct_smul, mul_div_assoc] }
  have h := (LinearMap.toContinuousLinearMap L).hasFDerivAt.comp_hasDerivAt (0 : ℂ)
    (hasDerivAt_propagator v x b)
  refine h.congr_deriv ?_
  change L (∑ g, (x g : ℂ) • v g) = _
  rw [map_sum]
  exact Finset.sum_congr rfl fun g _ => L.map_smul _ _

/-- At `s = 0` the Gaussian factor has derivative `∑ x_g b_g`. -/
theorem hasDerivAt_gaussianFactor (x : γ → ℝ) (b : γ → ℂ) :
    HasDerivAt (gaussianFactor x b) (∑ g, (x g : ℂ) * b g) 0 := by
  have h : HasDerivAt
      (fun s : ℂ => s * (∑ g, (x g : ℂ) * b g) - s ^ 2 * (∑ g, b g * b g) / 2)
      (∑ g, (x g : ℂ) * b g) 0 :=
    (((hasDerivAt_id' (0 : ℂ)).mul_const _).fun_sub
      ((((hasDerivAt_id' (0 : ℂ)).fun_pow 2).mul_const _).div_const 2)).congr_deriv (by simp)
  exact h.cexp.congr_deriv (by simp)

/-- At `s = 0` the importance function has derivative `∑ x_g (m_g + b_g)`. -/
theorem hasDerivAt_importance {ψ φ : n → ℂ} (hne : overlap ψ φ ≠ 0)
    (v : γ → Matrix n n ℂ) (x : γ → ℝ) (b : γ → ℂ) :
    HasDerivAt (importance ψ φ v x b)
      (∑ g, (x g : ℂ) * (mixedValue ψ φ (v g) + b g)) 0 := by
  have h0 : mixedValue ψ φ (NormedSpace.exp (fieldGenerator v x b 0)) = 1 := by
    have hz : fieldGenerator v x b 0 = 0 := by simp [fieldGenerator]
    rw [hz, NormedSpace.exp_zero]
    unfold mixedValue
    rw [Matrix.one_mulVec]
    exact div_self hne
  have g0 : gaussianFactor x b 0 = 1 := by simp [gaussianFactor]
  refine ((hasDerivAt_overlapRatio ψ φ v x b).mul
    (hasDerivAt_gaussianFactor x b)).congr_deriv ?_
  simp only [h0, g0, mul_one, one_mul]
  rw [← Finset.sum_add_distrib]
  exact Finset.sum_congr rfl fun g _ => by ring

/-- The first-order term of the importance function vanishes for all real fields
exactly when the force bias is `b_g = -m_g`. -/
theorem optimal_force_bias {ψ φ : n → ℂ} (hne : overlap ψ φ ≠ 0)
    (v : γ → Matrix n n ℂ) (b : γ → ℂ) :
    (∀ x : γ → ℝ, HasDerivAt (importance ψ φ v x b) 0 0) ↔
      ∀ g, b g = -mixedValue ψ φ (v g) := by
  classical
  constructor
  · intro h g
    -- switch on the single field `g`
    have e := (hasDerivAt_importance hne v (fun j => if j = g then 1 else 0) b).unique (h _)
    rw [Finset.sum_eq_single g (by intro j _ hj; simp [hj]) (by simp)] at e
    simp only [↓reduceIte, Complex.ofReal_one, one_mul] at e
    linear_combination e
  · intro h x
    exact (hasDerivAt_importance hne v x b).congr_deriv (by simp [h])

/-- A real force bias can cancel the first-order term for all real fields exactly when
every mixed value `m_g` is real. -/
theorem real_force_bias_iff {ψ φ : n → ℂ} (hne : overlap ψ φ ≠ 0)
    (v : γ → Matrix n n ℂ) :
    (∃ b : γ → ℝ, ∀ x : γ → ℝ,
      HasDerivAt (importance ψ φ v x (fun g => (b g : ℂ))) 0 0) ↔
      ∀ g, (mixedValue ψ φ (v g)).im = 0 := by
  constructor
  · rintro ⟨b, hb⟩ g
    have h : (b g : ℂ) = -mixedValue ψ φ (v g) := (optimal_force_bias hne v _).1 hb g
    have him := congrArg Complex.im h
    rw [Complex.ofReal_im, Complex.neg_im] at him
    linarith
  · intro h
    refine ⟨fun g => -(mixedValue ψ φ (v g)).re, (optimal_force_bias hne v _).2 fun g => ?_⟩
    exact Complex.ext (by simp) (by simp [h g])

/-- For fields satisfying `UnitCovariance`, the weighted sum of `|∑ x_g c_g|²` over the sample is `∑
|c_g|²`. -/
theorem unitCovariance_sum_sq [DecidableEq γ] {w : K → ℝ} {X : K → γ → ℝ}
    (hX : UnitCovariance w X) (c : γ → ℂ) :
    ∑ k, w k * ‖∑ g, (X k g : ℂ) * c g‖ ^ 2 = ∑ g, ‖c g‖ ^ 2 := by
  have key (a : γ → ℝ) : ∑ k, w k * (∑ g, X k g * a g) ^ 2 = ∑ g, a g ^ 2 := by
    calc ∑ k, w k * (∑ g, X k g * a g) ^ 2
        = ∑ k, ∑ g, ∑ h, a g * a h * (w k * (X k g * X k h)) := by
          refine Finset.sum_congr rfl fun k _ => ?_
          rw [sq, Finset.sum_mul_sum, Finset.mul_sum]
          refine Finset.sum_congr rfl fun g _ => ?_
          rw [Finset.mul_sum]
          exact Finset.sum_congr rfl fun h _ => by ring
      _ = ∑ g, ∑ h, a g * a h * ∑ k, w k * (X k g * X k h) := by
          rw [Finset.sum_comm]
          refine Finset.sum_congr rfl fun g _ => ?_
          rw [Finset.sum_comm]
          exact Finset.sum_congr rfl fun h _ => by rw [Finset.mul_sum]
      _ = ∑ g, a g ^ 2 := by
          unfold UnitCovariance at hX
          simp [hX, sq]
  have hn (z : ℂ) : ‖z‖ ^ 2 = z.re ^ 2 + z.im ^ 2 := by
    rw [Complex.sq_norm, Complex.normSq_apply]
    ring
  -- real and imaginary parts contribute separately
  simp only [hn, Complex.re_sum, Complex.im_sum, Complex.re_ofReal_mul,
    Complex.im_ofReal_mul, mul_add, Finset.sum_add_distrib]
  exact congrArg₂ (· + ·) (key fun g => (c g).re) (key fun g => (c g).im)

/-- For fields satisfying `UnitCovariance`, the weighted sum of the squared modulus of the
first-order term of the importance function is `∑ |m_g + b_g|²`. -/
theorem importance_fluctuation [DecidableEq γ] {ψ φ : n → ℂ} (hne : overlap ψ φ ≠ 0)
    (v : γ → Matrix n n ℂ) (b : γ → ℂ) {w : K → ℝ} {X : K → γ → ℝ}
    (hX : UnitCovariance w X) :
    ∑ k, w k * ‖deriv (importance ψ φ v (X k) b) 0‖ ^ 2 =
      ∑ g, ‖mixedValue ψ φ (v g) + b g‖ ^ 2 := by
  have hd (k : K) := (hasDerivAt_importance hne v (X k) b).deriv
  simp only [hd]
  exact unitCovariance_sum_sq hX _

/-- Two fields taking the four sign combinations with weight `1/4` each have unit
covariance. -/
theorem unitCovariance_witness :
    UnitCovariance (fun _ : Fin 4 => (1 / 4 : ℝ))
      (!![1, 1; 1, -1; -1, 1; -1, -1] : Matrix (Fin 4) (Fin 2) ℝ) := by
  intro g h
  fin_cases g <;> fin_cases h <;> norm_num [Fin.sum_univ_succ]

end

end PhaselessForceBias
```

```lean
#print axioms PhaselessForceBias.real_force_bias_iff
-- 'PhaselessForceBias.real_force_bias_iff' depends on axioms: [propext, Classical.choice, Quot.sound]
#print axioms PhaselessForceBias.importance_fluctuation
-- 'PhaselessForceBias.importance_fluctuation' depends on axioms: [propext, Classical.choice, Quot.sound]
```

## How the theorems express the physics

The type `n` labels the basis states, `γ` the fields and `K` the sample points; all three are finite. `overlap` conjugates its first argument, and `mixedValue` divides by the overlap. `fieldGenerator` is A(s), `gaussianFactor` is the density ratio, and `importance` is I(s). The type `x : γ → ℝ` keeps the fields real, while `b : γ → ℂ` admits a complex bias.

In `optimal_force_bias`, the expression `HasDerivAt (importance ψ φ v x b) 0 0` says that the derivative has value zero at the point s = 0. It is a complex derivative, so it also gives the derivative along real s = √τ. The hypothesis `hne` is the nonzero overlap: the walker must not be orthogonal to the trial state.

`UnitCovariance` fixes the weighted second moments Σ_k w_k X_kg X_kh. It requires neither zero means nor nonnegative weights that sum to one. `importance_fluctuation` is therefore an identity for finite weighted sums, which become averages when the weights are probabilities. The standard normal distribution is not of this finite form. For it, the same expansion holds with expectation values in place of the weighted sums, but that version is not formalised here.

## How the proof follows the expansion

`hasDerivAt_propagator` differentiates the exponent with the product rule. It then applies the chain rule with `hasFDerivAt_exp_zero`, which says that the derivative of the matrix exponential at the zero matrix is the identity map. This is where the vanishing of A(0) removes any need for commutation.

`hasDerivAt_overlapRatio` packages the mixed value as a linear map `L` and passes the derivative through it. This lemma needs no overlap hypothesis, because Lean's division by zero returns zero and both sides then vanish. `hasDerivAt_gaussianFactor` differentiates the scalar exponential.

`hasDerivAt_importance` joins the two results by the product rule. Its local facts `h0` and `g0` state that both factors equal 1 at s = 0; `h0` is where the nonzero overlap enters.

For the converse in `optimal_force_bias`, the field configuration is 1 at g and 0 elsewhere. Uniqueness of the derivative equates the computed sum with zero, and `Finset.sum_eq_single` leaves only the term m_g + b_g. `real_force_bias_iff` takes the imaginary part of b_g = −m_g in one direction and supplies b_g = −Re m_g in the other.

In `unitCovariance_sum_sq`, the auxiliary statement `key` expands the square for real coefficients, exchanges the finite sums and inserts the covariance. It is used once for the real parts and once for the imaginary parts. `importance_fluctuation` applies the result to the derivative already found. `unitCovariance_witness` checks every pair of field indices for the four sign combinations (±1, ±1), each with weight 1/4, which gives a concrete sample satisfying the covariance condition.

## Scope: first order, before the phase constraint

The theorems determine a derivative at s = 0. They give no numerical bound on the remainder at a finite time step, and the word "optimal" in `optimal_force_bias` refers to cancellation of the first-order term, not to minimal variance of the full importance function.

The importance function is taken as a definition. Its origin in a Hubbard–Stratonovich transformation, and the shift of the Gaussian integral to a complex bias, are not derived. The phaseless projection of the weight, its systematic error and the behaviour of a walker population do not enter the model.

The states are finite vectors, and the matrices act on the same space as these vectors. For electrons, this can be a finite orthonormal many-electron basis in which v_g represents a one-body operator. The determinant formulas that let a code work with orbital matrices are a separate ingredient.

A more general model would replace s b_g by a differentiable function x̄_g(s) with x̄_g(0) = 0. The same first-order calculation would then fix only the initial slope, x̄_g′(0) = −m_g, and leave the higher-order terms of the bias free. The linear form used here turns that condition on a slope into a condition on the constants b_g.
